# The hopping fixes the density curvature of a particle localised on one lattice site

Put one particle on site 0 of a dimer with real hopping $\tau$, at time $s=0$, in units with $\hbar=1$. The potential on site 1 multiplies an amplitude that is still zero, so only hopping can start to fill that site: $\psi_1(s)=-i\tau s\,\psi_0(0)+o(s)$. Its density therefore begins as $\tau^2s^2$, and the density on site 0 as $1-\tau^2s^2$. No real, bounded potential changes these coefficients, so none changes the curvature of the density at $s=0$, meaning its second derivative in time.

## One particle in a time-dependent potential

The same holds on any finite set of sites, the type `ι`.

In Lean 4 with Mathlib:

```lean
import Mathlib

open Matrix Finset
open scoped ComplexConjugate Topology

namespace LocalisedDensityCurvature

noncomputable section

variable {ι : Type*} [Fintype ι] [DecidableEq ι]
```

With $\hbar=1$, the Hamiltonian is $H(s)=T+\mathrm{diag}\,v(s)$. The matrix $T$ is constant in time and may be complex; its diagonal holds fixed on-site energies.

```lean
/-- The lattice Hamiltonian: hopping matrix `T` plus a real on-site potential `w`. -/
def hamiltonian (T : Matrix ι ι ℂ) (w : ι → ℝ) : Matrix ι ι ℂ :=
  T + Matrix.diagonal (fun i => (w i : ℂ))
```

The equation of motion is $\psi_i'=-i(H\psi)_i$ at every time near $s_0$. The potential is real. Its continuity in time is not assumed, but a jump of $v_i$ while $\psi_i\ne0$ is excluded: $\psi_i'$ would then jump too, which the derivative of a function differentiable at every time cannot do.

```lean
/-- The Schrödinger equation `i ψ' = (T + diag v(s)) ψ` holds at all times near `s₀`. -/
def EvolvesNear (T : Matrix ι ι ℂ) (v : ℝ → ι → ℝ) (ψ : ℝ → ι → ℂ) (s₀ : ℝ) : Prop :=
  ∀ᶠ s in 𝓝 s₀, ∀ i,
    HasDerivAt (fun t => ψ t i) (-Complex.I * (hamiltonian T (v s) *ᵥ ψ s) i) s
```

The density is $\rho_i=|\psi_i|^2$.

```lean
/-- The density on site `i` at time `s`. -/
def density (ψ : ℝ → ι → ℂ) (i : ι) (s : ℝ) : ℝ := Complex.normSq (ψ s i)
```

A prescribed density $n$ is representable if some real potential and some solution, normalised at $s_0$, reproduce it on all sites near $s_0$. The initial state is free. Hermiticity of $T$ enters as a separate hypothesis, `T.IsHermitian`, where it is needed; physically, it conserves probability.

```lean
/-- Near `s₀`, the density `n` is that of a normalised particle moving with hopping `T`
in some real time-dependent potential. -/
def Representable (T : Matrix ι ι ℂ) (n : ι → ℝ → ℝ) (s₀ : ℝ) : Prop :=
  ∃ (v : ℝ → ι → ℝ) (ψ : ℝ → ι → ℂ), EvolvesNear T v ψ s₀ ∧
    ∑ i, density ψ i s₀ = 1 ∧ ∀ᶠ s in 𝓝 s₀, ∀ i, density ψ i s = n i s
```

## What localisation does to the amplitudes

If $u_j=0$ for all $j\ne k$, only one term of the matrix product survives: $(Tu)_i=\sum_jT_{ij}u_j=T_{ik}u_k$.

```lean
omit [DecidableEq ι] in
/-- Hopping acts on a state localised on site `k` through column `k` of `T` only. -/
theorem mulVec_localised (T : Matrix ι ι ℂ) {u : ι → ℂ} {k : ι}
    (hu : ∀ j, j ≠ k → u j = 0) (i : ι) : (T *ᵥ u) i = T i k * u k := by
  change ∑ j, T i j * u j = _
  exact Finset.sum_eq_single k (fun j _ hj => by rw [hu j hj, mul_zero])
    (fun h => absurd (Finset.mem_univ k) h)
```

The potential acts site by site: $(Hu)_i=(Tu)_i+v_iu_i$.

```lean
/-- The Hamiltonian acts on each site by hopping plus multiplication by the potential. -/
theorem hamiltonian_mulVec (T : Matrix ι ι ℂ) (w : ι → ℝ) (u : ι → ℂ) (i : ι) :
    (hamiltonian T w *ᵥ u) i = (T *ᵥ u) i + (w i : ℂ) * u i := by
  rw [hamiltonian, Matrix.add_mulVec, Pi.add_apply, Matrix.mulVec_diagonal]
```

Let $\sum_i\rho_i(s_0)=1$ and $\rho_k(s_0)=1$. Then $\sum_{j\ne k}|\psi_j(s_0)|^2=0$. Each term is nonnegative, so each vanishes.

```lean
/-- A normalised particle with density one on site `k` has zero amplitude elsewhere. -/
theorem empty_elsewhere {ψ : ℝ → ι → ℂ} {s₀ : ℝ} {k : ι}
    (hnorm : ∑ i, density ψ i s₀ = 1) (hk : density ψ k s₀ = 1) :
    ∀ j, j ≠ k → ψ s₀ j = 0 := by
  intro j hj
  have h1 := Finset.add_sum_erase univ (fun i => density ψ i s₀) (Finset.mem_univ k)
  have h2 : ∑ i ∈ univ.erase k, density ψ i s₀ = 0 := by
    linarith
  have h3 := (Finset.sum_eq_zero_iff_of_nonneg
    (fun i _ => Complex.normSq_nonneg (ψ s₀ i))).1 h2 j
    (Finset.mem_erase.2 ⟨hj, Finset.mem_univ j⟩)
  exact Complex.normSq_eq_zero.1 h3
```

## Differentiating the density twice

The first derivative is
$$\rho_i'=2\,\mathrm{Re}(\bar\psi_i\psi_i')=2\,\mathrm{Re}\bigl(-i\bar\psi_i(T\psi)_i-iv_i|\psi_i|^2\bigr)=2\,\mathrm{Im}\bigl(\bar\psi_i(T\psi)_i\bigr).$$
The potential term is purely imaginary and drops out. What remains can be differentiated again without differentiating $v$. With $\varphi=\psi'(s_0)$,
$$\rho_i''(s_0)=2\,\mathrm{Im}\bigl(\bar\varphi_i(T\psi)_i+\bar\psi_i(T\varphi)_i\bigr).$$
In the proof, `hJ` is the first formula, valid throughout a neighbourhood of $s_0$, and `him` is the product rule applied to it.

```lean
/-- The second time derivative of the density, in terms of the wavefunction, its
velocity `φ` at `s₀`, and the hopping matrix. -/
theorem hasDerivAt_deriv_density {T : Matrix ι ι ℂ} {v : ℝ → ι → ℝ} {ψ : ℝ → ι → ℂ}
    {s₀ : ℝ} (h : EvolvesNear T v ψ s₀) {φ : ι → ℂ}
    (hφ : ∀ j, HasDerivAt (fun t => ψ t j) (φ j) s₀) (i : ι) :
    HasDerivAt (deriv (density ψ i))
      (2 * (conj (φ i) * (T *ᵥ ψ s₀) i + conj (ψ s₀ i) * (T *ᵥ φ) i).im) s₀ := by
  -- the potential cancels from the first derivative
  have hJ : deriv (density ψ i) =ᶠ[𝓝 s₀]
      fun s => 2 * (conj (ψ s i) * (T *ᵥ ψ s) i).im := by
    unfold EvolvesNear at h
    filter_upwards [h] with s hs
    have hr := Complex.reCLM.hasFDerivAt.comp_hasDerivAt s (hs i)
    have hi := Complex.imCLM.hasFDerivAt.comp_hasDerivAt s (hs i)
    have e : deriv (density ψ i) s = _ := ((hr.mul hr).add (hi.mul hi)).deriv
    rw [e, hamiltonian_mulVec]
    simp only [Function.comp_apply, Complex.reCLM_apply, Complex.imCLM_apply,
      Complex.mul_re, Complex.mul_im, Complex.neg_re, Complex.neg_im, Complex.I_re,
      Complex.I_im, Complex.add_re, Complex.add_im, Complex.ofReal_re, Complex.ofReal_im,
      Complex.conj_re, Complex.conj_im]
    ring
  -- what remains contains only differentiable amplitudes
  have hc : HasDerivAt (fun t => conj (ψ t i)) (conj (φ i)) s₀ :=
    (Complex.conjCLE : ℂ →L[ℝ] ℂ).hasFDerivAt.comp_hasDerivAt s₀ (hφ i)
  have hT : HasDerivAt (fun t => (T *ᵥ ψ t) i) ((T *ᵥ φ) i) s₀ :=
    HasDerivAt.fun_sum (fun j _ => (hφ j).const_mul (T i j))
  have him : HasDerivAt (fun t => (conj (ψ t i) * (T *ᵥ ψ t) i).im)
      (conj (φ i) * (T *ᵥ ψ s₀) i + conj (ψ s₀ i) * (T *ᵥ φ) i).im s₀ :=
    Complex.imCLM.hasFDerivAt.comp_hasDerivAt s₀ (hc.fun_mul hT)
  exact (him.const_mul 2).congr_of_eventuallyEq hJ
```

On an empty site $v_j\psi_j=0$ at $s_0$, so $\varphi_j=-iT_{jk}\psi_k$ for $j\ne k$.

```lean
/-- If the particle is entirely on site `k` at time `s₀`, the velocity of the amplitude on
every other site is `-i T_jk ψ_k`, whatever the potential. -/
theorem velocity_of_localised {T : Matrix ι ι ℂ} {v : ℝ → ι → ℝ} {ψ : ℝ → ι → ℂ}
    {s₀ : ℝ} {k : ι} (h : EvolvesNear T v ψ s₀) (h0 : ∀ j, j ≠ k → ψ s₀ j = 0) :
    ∃ φ : ι → ℂ, (∀ j, HasDerivAt (fun t => ψ t j) (φ j) s₀) ∧
      ∀ j, j ≠ k → φ j = -Complex.I * (T j k * ψ s₀ k) :=
  ⟨fun j => -Complex.I * (hamiltonian T (v s₀) *ᵥ ψ s₀) j,
    Filter.Eventually.self_of_nhds h, fun j hj => by
      simp only [hamiltonian_mulVec, mulVec_localised T h0, h0 j hj, mul_zero, add_zero]⟩
```

Now take $i=k$ and let $T$ be Hermitian. The terms containing $T_{kk}$ add up to $T_{kk}(\bar\varphi_k\psi_k+\bar\psi_k\varphi_k)$, which is real because $T_{kk}$ is real. The others describe hopping out and back:
$$\bar\psi_k\sum_{j\ne k}T_{kj}\varphi_j=-i|\psi_k|^2\sum_{j\ne k}T_{kj}T_{jk}=-i\sum_{j\ne k}|T_{jk}|^2,$$
by $T_{kj}=\overline{T_{jk}}$ and $|\psi_k|^2=1$. Hence
$$\rho_k''(s_0)=-2\sum_{j\ne k}|T_{jk}|^2.$$
The step `hoff` is the displayed sum. On a single-site lattice the sum is empty and the curvature is zero.

```lean
/-- If the particle is entirely on site `k` at time `s₀`, the density there has second
derivative `-2 ∑_{j ≠ k} |T_jk|²`, whatever the potential. -/
theorem curvature_of_localised {T : Matrix ι ι ℂ} (hT : T.IsHermitian) {v : ℝ → ι → ℝ}
    {ψ : ℝ → ι → ℂ} {s₀ : ℝ} {k : ι} (h : EvolvesNear T v ψ s₀)
    (hnorm : ∑ i, density ψ i s₀ = 1) (hk : density ψ k s₀ = 1) :
    HasDerivAt (deriv (density ψ k)) (-2 * ∑ j ∈ univ.erase k, ‖T j k‖ ^ 2) s₀ := by
  have h0 := empty_elsewhere hnorm hk
  obtain ⟨φ, hd, hφ⟩ := velocity_of_localised h h0
  have hp : conj (ψ s₀ k) * ψ s₀ k = 1 := by
    rw [← Complex.normSq_eq_conj_mul_self, show Complex.normSq (ψ s₀ k) = 1 from hk,
      Complex.ofReal_one]
  -- hopping out to `j` and back contributes `-i |T_jk|²`
  have hoff : conj (ψ s₀ k) * ∑ j ∈ univ.erase k, T k j * φ j
      = -Complex.I * ((∑ j ∈ univ.erase k, ‖T j k‖ ^ 2 : ℝ) : ℂ) := by
    push_cast
    rw [Finset.mul_sum, Finset.mul_sum]
    refine Finset.sum_congr rfl fun j hj => ?_
    have e1 : conj (T j k) * T j k = (‖T j k‖ : ℂ) ^ 2 := Complex.conj_mul' _
    have e2 : T k j = conj (T j k) := (hT.apply k j).symm
    rw [hφ j (Finset.ne_of_mem_erase hj), e2]
    linear_combination (-Complex.I * conj (ψ s₀ k) * ψ s₀ k) * e1
      + (-Complex.I * (‖T j k‖ : ℂ) ^ 2) * hp
  have hsum : (T *ᵥ φ) k = T k k * φ k + ∑ j ∈ univ.erase k, T k j * φ j :=
    (Finset.add_sum_erase univ (fun j => T k j * φ j) (Finset.mem_univ k)).symm
  have him : (T k k).im = 0 := Complex.conj_eq_iff_im.1 (hT.apply k k)
  refine (hasDerivAt_deriv_density h hd k).congr_deriv ?_
  rw [mulVec_localised T h0, hsum, mul_add, hoff]
  simp only [Complex.add_im, Complex.mul_im, Complex.mul_re, Complex.conj_re,
    Complex.conj_im, Complex.neg_re, Complex.neg_im, Complex.I_re, Complex.I_im,
    Complex.ofReal_re, Complex.ofReal_im, him]
  ring
```

The same argument gives the curvature on an empty site $j$. There $\bar\psi_j=0$, and $\bar\varphi_jT_{jk}\psi_k=i|T_{jk}|^2$, so $\rho_j''(s_0)=2|T_{jk}|^2$. Hermiticity is not used.

```lean
/-- If the particle is entirely on site `k` at time `s₀`, the density on any other site `j`
has second derivative `2 |T_jk|²`, whatever the potential. -/
theorem curvature_of_empty_site {T : Matrix ι ι ℂ} {v : ℝ → ι → ℝ}
    {ψ : ℝ → ι → ℂ} {s₀ : ℝ} {k j : ι} (h : EvolvesNear T v ψ s₀)
    (hnorm : ∑ i, density ψ i s₀ = 1) (hk : density ψ k s₀ = 1) (hj : j ≠ k) :
    HasDerivAt (deriv (density ψ j)) (2 * ‖T j k‖ ^ 2) s₀ := by
  have h0 := empty_elsewhere hnorm hk
  obtain ⟨φ, hd, hφ⟩ := velocity_of_localised h h0
  have e : Complex.normSq (T j k * ψ s₀ k) = ‖T j k‖ ^ 2 := by
    rw [Complex.normSq_mul, show Complex.normSq (ψ s₀ k) = 1 from hk, mul_one,
      Complex.normSq_eq_norm_sq]
  refine (hasDerivAt_deriv_density h hd j).congr_deriv ?_
  rw [mulVec_localised T h0, h0 j hj, hφ j hj, ← e, map_zero, zero_mul, add_zero]
  generalize T j k * ψ s₀ k = z
  simp only [Complex.normSq_apply, Complex.mul_im, Complex.mul_re, Complex.conj_re,
    Complex.conj_im, Complex.neg_re, Complex.neg_im, Complex.I_re, Complex.I_im]
  ring
```

## Densities that no potential produces

Let $T$ be Hermitian throughout this section. Suppose $n_k(s_0)=1$ and $n_k''(s_0)=c$. If $n$ were representable, $n_k$ would agree with $\rho_k$ near $s_0$, and uniqueness of derivatives would force $c=-2\sum_{j\ne k}|T_{jk}|^2$. Any other $c$ is excluded. In time-dependent density functional theory on a finite lattice, this is an obstruction to representing a density by one particle with fixed hopping in a scalar potential.

```lean
/-- A density equal to one on site `k` at `s₀`, with second derivative there other than
`-2 ∑_{j ≠ k} |T_jk|²`, is not representable by any potential. -/
theorem not_representable {T : Matrix ι ι ℂ} (hT : T.IsHermitian) {n : ι → ℝ → ℝ}
    {s₀ c : ℝ} {k : ι} (hn : n k s₀ = 1) (hc : HasDerivAt (deriv (n k)) c s₀)
    (hne : c ≠ -2 * ∑ j ∈ univ.erase k, ‖T j k‖ ^ 2) : ¬ Representable T n s₀ := by
  rintro ⟨v, ψ, h, hnorm, hd⟩
  have heq : density ψ k =ᶠ[𝓝 s₀] n k := hd.mono fun s hs => hs k
  have hcurv := curvature_of_localised hT h hnorm (heq.eq_of_nhds.trans hn)
  exact hne (hc.unique (hcurv.congr_of_eventuallyEq heq.deriv.symm))
```

A density frozen on site $k$ has zero curvature on every other site, so representability requires $T_{jk}=0$ for all $j\ne k$. Conversely, if $k$ is decoupled, the constant potential $-T_{kk}$ gives $H\psi=0$ for the state localised on $k$, which then stays put.

```lean
/-- A density frozen on site `k` is representable exactly when no hopping connects `k`
to another site. -/
theorem frozen_representable_iff {T : Matrix ι ι ℂ} (hT : T.IsHermitian) (k : ι) (s₀ : ℝ) :
    Representable T (fun i _ => if i = k then 1 else 0) s₀ ↔ ∀ j, j ≠ k → T j k = 0 := by
  constructor
  · rintro ⟨v, ψ, h, hnorm, hd⟩ j hj
    have hk : density ψ k s₀ = 1 := by simpa using hd.self_of_nhds k
    have heq : density ψ j =ᶠ[𝓝 s₀] fun _ => (0 : ℝ) :=
      hd.mono fun s hs => by simpa [hj] using hs j
    have hz : HasDerivAt (deriv (fun _ : ℝ => (0 : ℝ))) 0 s₀ := by
      rw [deriv_const']
      exact hasDerivAt_const _ _
    have h2 := (curvature_of_empty_site h hnorm hk hj).unique
      (hz.congr_of_eventuallyEq heq.deriv)
    have h3 : ‖T j k‖ ^ 2 = 0 := by linarith
    exact norm_eq_zero.1 (pow_eq_zero_iff (two_ne_zero)|>.1 h3)
  · intro h
    -- a potential cancelling the on-site energy keeps the state constant
    refine ⟨fun _ _ => -(T k k).re, fun _ i => if i = k then 1 else 0,
      Filter.Eventually.of_forall fun s i => ?_, ?_,
      Filter.Eventually.of_forall fun s i => ?_⟩
    · have hz : (hamiltonian T (fun _ => -(T k k).re) *ᵥ
          (fun i => if i = k then (1 : ℂ) else 0)) i = 0 := by
        rw [hamiltonian_mulVec, mulVec_localised T (k := k) (fun j hj => if_neg hj)]
        by_cases hi : i = k
        · subst hi
          have him : (T i i).im = 0 := Complex.conj_eq_iff_im.1 (hT.apply i i)
          apply Complex.ext <;> simp [him]
        · simp [hi, h i hi]
      rw [hz, mul_zero]
      exact hasDerivAt_const s _
    · simp [density, apply_ite Complex.normSq]
    · by_cases hi : i = k <;> simp [density, hi]
```

## A prescribed oscillation on a dimer

For two sites with zero on-site energies and hopping $\tau$, the matrix is

```lean
/-- The hopping matrix of two sites coupled by a real amplitude `τ`. -/
def dimer (τ : ℝ) : Matrix (Fin 2) (Fin 2) ℂ := !![0, (τ : ℂ); (τ : ℂ), 0]
```

Prescribe the density $(\cos^2\omega s,\sin^2\omega s)$.

```lean
/-- The density `(cos² ωs, sin² ωs)` oscillating between two sites. -/
def oscillation (ω : ℝ) : Fin 2 → ℝ → ℝ :=
  ![fun s => Real.cos (ω * s) ^ 2, fun s => Real.sin (ω * s) ^ 2]
```

A candidate solution at zero potential is $\psi=(\cos\tau s,-i\sin\tau s)$. It satisfies $i\psi_0'=-i\tau\sin\tau s=\tau\psi_1$ and $i\psi_1'=\tau\cos\tau s=\tau\psi_0$.

```lean
/-- The two-site wavefunction `(cos τs, -i sin τs)`. -/
def dimerState (τ s : ℝ) : Fin 2 → ℂ :=
  ![((Real.cos (τ * s) : ℝ) : ℂ), -Complex.I * ((Real.sin (τ * s) : ℝ) : ℂ)]
```

At $s=0$ the prescribed density is localised on site 0 with curvature $-2\omega^2$, while the hopping demands $-2\tau^2$. Representability near $s=0$ thus forces $\omega^2=\tau^2$. Conversely, if $\omega=\pm\tau$, the state above has the prescribed density, since $\cos^2$ and $\sin^2$ are even.

```lean
/-- On two sites with hopping `τ`, the density `(cos² ωs, sin² ωs)` is representable near
`s = 0` exactly when `ω² = τ²`. -/
theorem oscillation_representable_iff (τ ω : ℝ) :
    Representable (dimer τ) (oscillation ω) 0 ↔ ω ^ 2 = τ ^ 2 := by
  have hl : ∀ a s : ℝ, HasDerivAt (fun t : ℝ => a * t) a s := fun a s =>
    ((hasDerivAt_id' s).const_mul a).congr_deriv (mul_one a)
  constructor
  · intro h
    by_contra hne
    have hT : (dimer τ).IsHermitian := by
      refine Matrix.IsHermitian.ext fun i j => ?_
      fin_cases i <;> fin_cases j <;> simp [dimer]
    have h1 : deriv (oscillation ω 0)
        = fun s => -2 * ω * (Real.cos (ω * s) * Real.sin (ω * s)) := by
      funext s
      have hd : HasDerivAt (fun t => Real.cos (ω * t) ^ 2)
          (-2 * ω * (Real.cos (ω * s) * Real.sin (ω * s))) s := by
        simp only [pow_two]
        exact ((hl ω s).cos.fun_mul (hl ω s).cos).congr_deriv (by ring)
      exact hd.deriv
    have h2 : HasDerivAt (deriv (oscillation ω 0)) (-2 * ω ^ 2) 0 := by
      rw [h1]
      refine (((hl ω 0).cos.fun_mul (hl ω 0).sin).const_mul (-2 * ω)).congr_deriv ?_
      simp only [mul_zero, Real.sin_zero, Real.cos_zero]
      ring
    have hS : ∑ j ∈ univ.erase (0 : Fin 2), ‖dimer τ j 0‖ ^ 2 = τ ^ 2 := by
      rw [show univ.erase (0 : Fin 2) = {1} by decide, Finset.sum_singleton]
      simp [dimer]
    refine not_representable hT (k := 0) ?_ h2 ?_ h
    · change Real.cos (ω * 0) ^ 2 = 1
      simp
    · rw [hS]
      intro h3
      exact hne (by linarith)
  · intro h
    have hdens : ∀ s i, density (dimerState τ) i s = oscillation ω i s := by
      intro s
      refine Fin.forall_fin_two.2 ⟨?_, ?_⟩
      · change Complex.normSq ((Real.cos (τ * s) : ℝ) : ℂ) = Real.cos (ω * s) ^ 2
        rw [Complex.normSq_ofReal]
        rcases sq_eq_sq_iff_eq_or_eq_neg.1 h with h' | h'
        · rw [h']; ring
        · rw [h', neg_mul, Real.cos_neg]; ring
      · change Complex.normSq (-Complex.I * ((Real.sin (τ * s) : ℝ) : ℂ))
          = Real.sin (ω * s) ^ 2
        rw [Complex.normSq_mul, Complex.normSq_neg, Complex.normSq_I, Complex.normSq_ofReal]
        rcases sq_eq_sq_iff_eq_or_eq_neg.1 h with h' | h'
        · rw [h']; ring
        · rw [h', neg_mul, Real.sin_neg]; ring
    -- free evolution from site 0 realises the density
    refine ⟨fun _ _ => 0, dimerState τ, Filter.Eventually.of_forall fun s => ?_, ?_,
      Filter.Eventually.of_forall hdens⟩
    · have d0 : (dimer τ *ᵥ dimerState τ s) 0 = τ * dimerState τ s 1 := by
        simp [dimer, Matrix.mulVec, dotProduct, Fin.sum_univ_two]
      have d1 : (dimer τ *ᵥ dimerState τ s) 1 = τ * dimerState τ s 0 := by
        simp [dimer, Matrix.mulVec, dotProduct, Fin.sum_univ_two]
      refine Fin.forall_fin_two.2 ⟨?_, ?_⟩
      · refine (hl τ s).cos.ofReal_comp.congr_deriv ?_
        rw [hamiltonian_mulVec, d0, Complex.ofReal_zero, zero_mul, add_zero,
          Complex.ofReal_mul, Complex.ofReal_neg]
        change _ = -Complex.I * ((τ : ℂ) * (-Complex.I * ((Real.sin (τ * s) : ℝ) : ℂ)))
        linear_combination (-(τ : ℂ) * ((Real.sin (τ * s) : ℝ) : ℂ)) * Complex.I_sq
      · refine ((hl τ s).sin.ofReal_comp.const_mul (-Complex.I)).congr_deriv ?_
        rw [hamiltonian_mulVec, d1, Complex.ofReal_zero, zero_mul, add_zero,
          Complex.ofReal_mul]
        change _ = -Complex.I * ((τ : ℂ) * ((Real.cos (τ * s) : ℝ) : ℂ))
        ring
    · rw [Fin.sum_univ_two, hdens, hdens]
      exact Real.cos_sq_add_sin_sq (ω * 0)

end

end LocalisedDensityCurvature
```

```lean
#print axioms LocalisedDensityCurvature.curvature_of_empty_site
#print axioms LocalisedDensityCurvature.frozen_representable_iff
#print axioms LocalisedDensityCurvature.oscillation_representable_iff
```

```
'LocalisedDensityCurvature.curvature_of_empty_site' depends on axioms: [propext, Classical.choice, Quot.sound]
'LocalisedDensityCurvature.frozen_representable_iff' depends on axioms: [propext, Classical.choice, Quot.sound]
'LocalisedDensityCurvature.oscillation_representable_iff' depends on axioms: [propext, Classical.choice, Quot.sound]
```
